# Hankel determinants of moments as products of squared Lanczos coefficients

For a real symmetric operator $A$ with a Lanczos chain of orthonormal vectors $q_0,\dots,q_m$ and off-diagonal coefficients $b_1,\dots,b_m$,

$$D_{m+1}=\prod_{j=1}^{m}(b_1b_2\cdots b_j)^2 .$$

Here $D_n$ is the determinant of the $n\times n$ Hankel matrix with entries $\mu_{i+j}$, where $i,j=0,\dots,n-1$ and $\mu_k=\langle q_0,A^kq_0\rangle$ is the moment of order $k$. We set $D_0=1$. If the chain reaches $q_{m+1}$, three consecutive determinants satisfy

$$b_{m+1}^2\,D_{m+1}^2=D_{m+2}\,D_m .$$

When $b_1,\dots,b_m$ are all nonzero, this can be solved for $b_{m+1}^2$.

The chain is defined by orthonormality and by the recurrence, for $0\le j<m$,

$$Aq_j=b_jq_{j-1}+a_jq_j+b_{j+1}q_{j+1},$$

with real diagonal coefficients $a_j$ and without the first term on the right when $j=0$.

## Off-diagonal couplings from power moments

If $A$ is a real one-particle Hamiltonian on finitely many orbitals and $q_0$ is a normalised orbital, the $\mu_k$ are the power moments of the local density of states at $q_0$, and the $b_j$ are the couplings of the equivalent tridiagonal chain. A code that is given such moments and needs the chain can obtain the squared couplings from ratios of Hankel determinants. A code that runs the Lanczos recurrence directly can use the same identity as a consistency check on small cases.

The smallest case is familiar. For $m=0$ we have $D_0=D_1=1$, and the second identity reads $b_1^2=D_2=\mu_0\mu_2-\mu_1^2=\mu_2-\mu_1^2$, since $\mu_0=1$. This is the energy variance in the starting state.

## Triangular overlaps and the factorised Hankel matrix

Write $B_k=b_1\cdots b_k$, with $B_0=1$, and let $S_k$ be the span of $q_0,\dots,q_{k-1}$, with $S_0=\{0\}$.

**Moments as overlaps.** Symmetry lets us move the factors of $A$ to the left one at a time:

$$\mu_{i+j}=\langle q_0,A^{i+j}q_0\rangle=\langle A^iq_0,A^jq_0\rangle .$$

**Leading component.** For $k\le m$, the vector $A^kq_0-B_kq_k$ lies in $S_k$. At $k=0$ it is zero. Suppose that the claim holds for $k$ and that $k+1\le m$. Then

$$A^{k+1}q_0-B_{k+1}q_{k+1}
=A\,(A^kq_0-B_kq_k)+B_k\,(Aq_k-b_{k+1}q_{k+1}).$$

For $j<k$ the recurrence puts $Aq_j$ in the span of vectors up to $q_{j+1}$, and $j+1\le k$. So $A$ maps $S_k$ into $S_{k+1}$, and the first term lies in $S_{k+1}$. The second bracket equals $b_kq_{k-1}+a_kq_k$, or $a_0q_0$ when $k=0$, which also lies in $S_{k+1}$.

**Triangular matrix.** Fix $n\le m+1$ and define $R_{lk}=\langle q_l,A^kq_0\rangle$ for $l,k=0,\dots,n-1$. If $l\ge k$, then $q_l$ is orthogonal to $S_k$, so $R_{lk}=B_k\langle q_l,q_k\rangle$. This is $B_k$ for $l=k$ and zero for $l>k$. Thus $R$ is upper triangular with diagonal $B_0,\dots,B_{n-1}$.

**Determinant.** For $j<n$ the vector $A^jq_0$ lies in $S_n$, so it can be expanded in the orthonormal vectors $q_0,\dots,q_{n-1}$:

$$\mu_{i+j}=\sum_{l=0}^{n-1}\langle q_l,A^iq_0\rangle\langle q_l,A^jq_0\rangle=(R^{\mathsf T}R)_{ij}.$$

Taking determinants gives

$$D_n=(\det R)^2=\prod_{k=0}^{n-1}B_k^2 .$$

Setting $n=m+1$ and omitting the factor $B_0^2=1$ gives the first identity.

**Consecutive determinants.** For a chain reaching $q_{m+1}$, the product formula gives $D_{m+2}=B_{m+1}^2D_{m+1}$ and $D_{m+1}=B_m^2D_m$. Since $B_{m+1}=b_{m+1}B_m$,

$$D_{m+2}D_m=b_{m+1}^2B_m^2D_{m+1}D_m=b_{m+1}^2D_{m+1}^2 .$$

No division has been used. If $b_1,\dots,b_m$ are nonzero, then $D_{m+1}\ne0$ and we may divide by its square.

## Lean file for the determinant identities

```lean
import Mathlib

open Matrix
open scoped InnerProductSpace

namespace LanczosHankel

noncomputable section

variable {E : Type*} [NormedAddCommGroup E] [InnerProductSpace ℝ E]
  {A : E →ₗ[ℝ] E} {q : ℕ → E} {a b : ℕ → ℝ} {m : ℕ}

/-- The moment of order `k` of the operator `A` for a vector `v`, not assumed normalised:
`⟨v, A^k v⟩`. -/
def moment (A : E →ₗ[ℝ] E) (v : E) (k : ℕ) : ℝ := ⟪v, (A ^ k) v⟫_ℝ

/-- The `n` by `n` Hankel determinant of the moments, with entries `⟨v, A^(i+j) v⟩`. -/
def hankelDet (A : E →ₗ[ℝ] E) (v : E) (n : ℕ) : ℝ :=
  (Matrix.of fun i j : Fin n => moment A v ((i : ℕ) + (j : ℕ))).det

/-- The vectors `q 0, ..., q m` are orthonormal and obey the three-term Lanczos recurrence
with diagonal coefficients `a j` and off-diagonal coefficients `b j`. -/
structure IsLanczosChain (A : E →ₗ[ℝ] E) (q : ℕ → E) (a b : ℕ → ℝ) (m : ℕ) : Prop where
  orthonormal : ∀ i ≤ m, ∀ j ≤ m, ⟪q i, q j⟫_ℝ = if i = j then 1 else 0
  recurrence : ∀ j < m, A (q j) =
    (if j = 0 then 0 else b j • q (j - 1)) + a j • q j + b (j + 1) • q (j + 1)

/-- The span of the first `n` vectors `q 0, ..., q (n - 1)`. -/
abbrev lanczosSpan (q : ℕ → E) (n : ℕ) : Submodule ℝ E := Submodule.span ℝ (q '' Set.Iio n)

/-- For a symmetric operator the moment of order `i + j` is the overlap of the Krylov vectors
`A^i v` and `A^j v`. -/
theorem moment_add (hA : A.IsSymmetric) (v : E) (i j : ℕ) :
    moment A v (i + j) = ⟪(A ^ i) v, (A ^ j) v⟫_ℝ := by
  induction i generalizing j with
  | zero => simp [moment]
  | succ i ih =>
    have e : i + 1 + j = i + (j + 1) := by omega
    rw [e, ih (j + 1), pow_succ' A j, pow_succ' A i, Module.End.mul_apply,
      Module.End.mul_apply]
    exact (hA _ _).symm

/-- For a Lanczos chain `q_0, ..., q_m` and `k ≤ m`, the Krylov vector `A^k q_0` equals
`b_1 ... b_k q_k` up to a combination of the earlier Lanczos vectors. -/
theorem krylov_leading (h : IsLanczosChain A q a b m) (k : ℕ) (hk : k ≤ m) :
    (A ^ k) (q 0) - (∏ i ∈ Finset.Icc 1 k, b i) • q k ∈ lanczosSpan q k := by
  have hq : ∀ {i n : ℕ}, i < n → q i ∈ lanczosSpan q n :=
    fun hi => Submodule.subset_span ⟨_, hi, rfl⟩
  -- the recurrence, with its newest vector removed
  have hrem : ∀ {j n : ℕ}, j < m → j < n →
      A (q j) - b (j + 1) • q (j + 1) ∈ lanczosSpan q n := by
    intro j n hj hn
    rw [h.recurrence j hj, add_sub_cancel_right]
    refine add_mem ?_ (Submodule.smul_mem _ _ (hq hn))
    split_ifs
    · exact zero_mem _
    · exact Submodule.smul_mem _ _ (hq (by omega))
  -- one application of A reaches at most one new Lanczos vector
  have hstep : ∀ n ≤ m, lanczosSpan q n ≤ (lanczosSpan q (n + 1)).comap A := by
    intro n hn
    refine Submodule.span_le.mpr ?_
    rintro _ ⟨j, hj, rfl⟩
    have hj' : j < n := hj
    have h1 := add_mem (hrem (by omega : j < m) (by omega : j < n + 1))
      (Submodule.smul_mem _ (b (j + 1)) (hq (by omega : j + 1 < n + 1)))
    rw [sub_add_cancel] at h1
    exact h1
  induction k with
  | zero => simp
  | succ k ih =>
    have e : (A ^ (k + 1)) (q 0) - (∏ i ∈ Finset.Icc 1 (k + 1), b i) • q (k + 1) =
        A ((A ^ k) (q 0) - (∏ i ∈ Finset.Icc 1 k, b i) • q k) +
          (∏ i ∈ Finset.Icc 1 k, b i) • (A (q k) - b (k + 1) • q (k + 1)) := by
      rw [pow_succ', Module.End.mul_apply, Finset.prod_Icc_succ_top (by omega), map_sub,
        map_smul]
      module
    rw [e]
    exact add_mem (hstep k (by omega) (ih (by omega)))
      (Submodule.smul_mem _ _ (hrem (by omega) (by omega)))

/-- For a Lanczos chain `q_0, ..., q_m` and `k ≤ l ≤ m`, the overlap of `q_l` with `A^k q_0` is
`b_1 ... b_k` if `l = k`, and zero otherwise. -/
theorem overlap (h : IsLanczosChain A q a b m) {k l : ℕ} (hkl : k ≤ l) (hl : l ≤ m) :
    ⟪q l, (A ^ k) (q 0)⟫_ℝ = if l = k then ∏ i ∈ Finset.Icc 1 k, b i else 0 := by
  have horth : ∀ w ∈ lanczosSpan q k, ⟪q l, w⟫_ℝ = 0 := by
    intro w hw
    induction hw using Submodule.span_induction with
    | mem x hx =>
      obtain ⟨j, hj, rfl⟩ := hx
      have hj' : j < k := hj
      rw [h.orthonormal l hl j (by omega), if_neg (by omega)]
    | zero => simp
    | add x y _ _ hx hy => rw [inner_add_right, hx, hy, add_zero]
    | smul c x _ hx => rw [inner_smul_right, hx, mul_zero]
  have h0 := horth _ (krylov_leading h k (by omega))
  rw [inner_sub_right, inner_smul_right, h.orthonormal l hl k (by omega)] at h0
  split_ifs at h0 ⊢ <;> linarith

/-- An inner product with a vector in the span of the first `n ≤ m + 1` vectors of a Lanczos chain
`q_0, ..., q_m` is the sum of products of components along them. -/
theorem inner_eq_sum (h : IsLanczosChain A q a b m) {n : ℕ} (hn : n ≤ m + 1) (y : E) {x : E}
    (hx : x ∈ lanczosSpan q n) : ⟪y, x⟫_ℝ = ∑ l : Fin n, ⟪q l, y⟫_ℝ * ⟪q l, x⟫_ℝ := by
  induction hx using Submodule.span_induction with
  | mem x hx =>
    obtain ⟨j, hj, rfl⟩ := hx
    have hj' : j < n := hj
    rw [Finset.sum_eq_single (⟨j, hj'⟩ : Fin n)]
    · change ⟪y, q j⟫_ℝ = ⟪q j, y⟫_ℝ * ⟪q j, q j⟫_ℝ
      rw [h.orthonormal j (by omega) j (by omega), if_pos rfl, mul_one, real_inner_comm]
    · intro l _ hl
      have hlt := l.isLt
      rw [h.orthonormal l (by omega) j (by omega), if_neg (fun e => hl (Fin.ext e)), mul_zero]
    · simp
  | zero => simp
  | add u v _ _ hu hv =>
    rw [inner_add_right, hu, hv]
    simp only [inner_add_right, mul_add, Finset.sum_add_distrib]
  | smul c u _ hu =>
    rw [inner_smul_right, hu, Finset.mul_sum]
    refine Finset.sum_congr rfl fun l _ => ?_
    rw [inner_smul_right]
    ring

/-- For symmetric `A` with a Lanczos chain `q_0, ..., q_m` and `n ≤ m + 1`, the Hankel determinant
`D_n` of the moments for `q_0` is the product of `(b_1 ... b_k)^2` over `k = 0, ..., n - 1`, the
empty product being one. -/
theorem hankelDet_eq_prod_range (hA : A.IsSymmetric) (h : IsLanczosChain A q a b m) {n : ℕ}
    (hn : n ≤ m + 1) :
    hankelDet A (q 0) n = ∏ k ∈ Finset.range n, (∏ i ∈ Finset.Icc 1 k, b i) ^ 2 := by
  let R : Matrix (Fin n) (Fin n) ℝ := Matrix.of fun l k => ⟪q l, (A ^ (k : ℕ)) (q 0)⟫_ℝ
  -- the Hankel matrix factorises through the triangular matrix of overlaps
  have hG : (Matrix.of fun i j : Fin n => moment A (q 0) ((i : ℕ) + (j : ℕ))) = Rᵀ * R := by
    ext i j
    have hj := j.isLt
    have h1 := Submodule.span_mono (R := ℝ)
      (Set.image_mono (f := q) (Set.Iio_subset_Iio hj.le)) (krylov_leading h j (by omega))
    have h2 : q j ∈ lanczosSpan q n := Submodule.subset_span ⟨j, hj, rfl⟩
    have h3 := add_mem h1 (Submodule.smul_mem _ (∏ i ∈ Finset.Icc 1 (j : ℕ), b i) h2)
    rw [sub_add_cancel] at h3
    rw [Matrix.mul_apply, Matrix.of_apply, moment_add hA]
    exact inner_eq_sum h hn _ h3
  have hR : R.BlockTriangular id := by
    intro l k hkl
    have h1 : (k : ℕ) < l := hkl
    have hl := l.isLt
    change ⟪q l, (A ^ (k : ℕ)) (q 0)⟫_ℝ = 0
    rw [overlap h h1.le (by omega), if_neg (by omega)]
  rw [hankelDet, hG, Matrix.det_mul, Matrix.det_transpose, Matrix.det_of_isUpperTriangular hR,
    ← pow_two, ← Finset.prod_pow,
    ← Fin.prod_univ_eq_prod_range (fun k => (∏ i ∈ Finset.Icc 1 k, b i) ^ 2) n]
  refine Finset.prod_congr rfl fun k _ => ?_
  have hk := k.isLt
  change ⟪q k, (A ^ (k : ℕ)) (q 0)⟫_ℝ ^ 2 = _
  rw [overlap h le_rfl (by omega), if_pos rfl]

/-- For a symmetric operator with a Lanczos chain `q_0, ..., q_m`, the Hankel determinant
`D_(m+1)` of the moments in `q_0` is the product of `(b_1 ... b_j)^2` over `j = 1, ..., m`. -/
theorem hankelDet_eq_prod (hA : A.IsSymmetric) (h : IsLanczosChain A q a b m) :
    hankelDet A (q 0) (m + 1) =
      ∏ j ∈ Finset.Icc 1 m, (∏ i ∈ Finset.Icc 1 j, b i) ^ 2 := by
  rw [hankelDet_eq_prod_range hA h le_rfl]
  -- the factor with k = 0 is one
  clear h
  induction m with
  | zero => simp
  | succ m ih =>
    rw [Finset.prod_range_succ, ih]
    exact (Finset.prod_Icc_succ_top (by omega : 1 ≤ m + 1) _).symm

/-- For a symmetric operator with a Lanczos chain `q_0, ..., q_(m+1)`, three consecutive Hankel
determinants satisfy `b_(m+1)^2 D_(m+1)^2 = D_(m+2) D_m`. -/
theorem sq_coeff_mul_sq_hankelDet (hA : A.IsSymmetric) (h : IsLanczosChain A q a b (m + 1)) :
    b (m + 1) ^ 2 * hankelDet A (q 0) (m + 1) ^ 2 =
      hankelDet A (q 0) (m + 2) * hankelDet A (q 0) m := by
  rw [hankelDet_eq_prod_range hA h (n := m + 2) (by omega),
    hankelDet_eq_prod_range hA h (n := m + 1) (by omega),
    hankelDet_eq_prod_range hA h (n := m) (by omega),
    Finset.prod_range_succ _ (m + 1), Finset.prod_range_succ _ m,
    Finset.prod_Icc_succ_top (by omega : 1 ≤ m + 1)]
  ring

/-- If `A` is symmetric with a Lanczos chain `q_0, ..., q_(m+1)` and `b_1, ..., b_m` are nonzero,
then `b_(m+1)^2 = D_(m+2) D_m / D_(m+1)^2`. -/
theorem sq_coeff_eq_div (hA : A.IsSymmetric) (h : IsLanczosChain A q a b (m + 1))
    (hb : ∀ j ∈ Finset.Icc 1 m, b j ≠ 0) :
    b (m + 1) ^ 2 =
      hankelDet A (q 0) (m + 2) * hankelDet A (q 0) m / hankelDet A (q 0) (m + 1) ^ 2 := by
  have hD : hankelDet A (q 0) (m + 1) ≠ 0 := by
    rw [hankelDet_eq_prod_range hA h (by omega)]
    refine Finset.prod_ne_zero_iff.mpr fun k hk => pow_ne_zero 2 ?_
    refine Finset.prod_ne_zero_iff.mpr fun i hi => hb i ?_
    rw [Finset.mem_range] at hk
    rw [Finset.mem_Icc] at hi ⊢
    omega
  rw [eq_div_iff (pow_ne_zero 2 hD)]
  exact sq_coeff_mul_sq_hankelDet hA h

/-- The hopping Hamiltonian of an open three-site chain with on-site energy `e` and couplings
`s` and `t`. -/
def trimer (e s t : ℝ) : EuclideanSpace ℝ (Fin 3) →ₗ[ℝ] EuclideanSpace ℝ (Fin 3) where
  toFun x := !₂[e * x 0 + s * x 1, s * x 0 + e * x 1 + t * x 2, t * x 1 + e * x 2]
  map_add' x y := by ext i; fin_cases i <;> simp <;> ring
  map_smul' c x := by ext i; fin_cases i <;> simp <;> ring

/-- The state localised on site `j` of the three-site chain, for `j = 0, 1, 2`; it is zero for
larger `j`. -/
def site (j : ℕ) : EuclideanSpace ℝ (Fin 3) :=
  !₂[if j = 0 then 1 else 0, if j = 1 then 1 else 0, if j = 2 then 1 else 0]

/-- The three-site hopping Hamiltonian is symmetric, and its site states form a Lanczos chain
with `a_j = e`, `b_1 = s` and `b_2 = t`. -/
theorem trimer_witness (e s t : ℝ) :
    (trimer e s t).IsSymmetric ∧
      IsLanczosChain (trimer e s t) site (fun _ => e) (fun j => if j = 1 then s else t) 2 := by
  refine ⟨?_, ?_, ?_⟩
  · intro x y
    simp [trimer, PiLp.inner_apply, Fin.sum_univ_three]
    ring
  · intro i hi j hj
    interval_cases i <;> interval_cases j <;>
      simp [site, PiLp.inner_apply, Fin.sum_univ_three, EuclideanSpace.norm_eq]
  · intro j hj
    interval_cases j <;> ext i <;> fin_cases i <;> simp [trimer, site]

end

end LanczosHankel
```

```lean
#print axioms LanczosHankel.hankelDet_eq_prod
#print axioms LanczosHankel.sq_coeff_mul_sq_hankelDet
#print axioms LanczosHankel.sq_coeff_eq_div
```

```
'LanczosHankel.hankelDet_eq_prod' depends on axioms: [propext, Classical.choice, Quot.sound]
'LanczosHankel.sq_coeff_mul_sq_hankelDet' depends on axioms: [propext, Classical.choice, Quot.sound]
'LanczosHankel.sq_coeff_eq_div' depends on axioms: [propext, Classical.choice, Quot.sound]
```

## Operators, chains and indices in the Lean statements

The space `E` is a real inner product space of any dimension. The operator `A` is a linear map defined on all of `E`, and `A.IsSymmetric` says that $\langle Ax,y\rangle=\langle x,Ay\rangle$ for all $x,y$. The definitions `moment` and `hankelDet` are $\mu_k$ and $D_n$ for a general vector `v`; `moment_add` keeps `v` general, and the theorems about determinants take it to be `q 0`.

The structure `IsLanczosChain A q a b m` contains the orthonormality of $q_0,\dots,q_m$ and the recurrence for $j<m$. Although `q`, `a` and `b` are functions on all natural numbers, only the entries that occur in these conditions are constrained. The value `b 0` plays no role, and nothing is required of $Aq_m$, so the chain may stop before it spans an invariant subspace.

The product formula is `hankelDet_eq_prod`. The relation between three determinants is `sq_coeff_mul_sq_hankelDet`, and its solved form is `sq_coeff_eq_div`. The last two assume a chain of length parameter `m + 1`, so that $b_{m+1}$ and $q_{m+1}$ are available.

## From overlaps to determinants in Lean

`moment_add` moves one factor of $A$ across the inner product in each induction step. In `krylov_leading`, `hrem` places the recurrence without its newest vector in the required span, and `hstep` shows that $A$ enlarges a span by at most one vector. The tactic `module` checks the vector identity used in the induction.

`overlap` combines that result with orthogonality to obtain the zeros and the diagonal of $R$. `inner_eq_sum` proves the expansion of an inner product by induction over the span: on a single Lanczos vector only one term survives, and linearity does the rest.

`hankelDet_eq_prod_range` assembles these facts. Its step `hG` is the factorisation $R^{\mathsf T}R$, `hR` is triangularity, and the determinant of a triangular matrix supplies the product. `hankelDet_eq_prod` then removes the factor with $k=0$. For the three-determinant relation, the last factors are split off and `ring` completes the algebra. The solved form first proves that $D_{m+1}$ is nonzero.

## Breakdown, rounding and a three-site example

The chain is a hypothesis: the file does not prove that a Lanczos implementation produces one. Computed vectors that have lost orthogonality do not satisfy it. The theorems concern real numbers and give no error bound for floating-point determinants, and if $D_{m+1}$ is a small difference of much larger terms, small relative errors in the moments can cause a large relative error in the quotient. Complex Hermitian operators and unbounded operators with a restricted domain are not covered. When the earlier coefficients are nonzero, the identities determine $b_j^2$, leaving the sign of $b_j$ free, and they do not give the diagonal coefficients $a_j$.

The nonzero condition in `sq_coeff_eq_div` has a direct physical meaning. If some $b_j=0$, repeated application of $A$ to $q_0$ never leaves the span of $q_0,\dots,q_{j-1}$, so the moments carry no information about couplings further along the chain. The product formula and the undivided relation remain valid in this case.

`trimer_witness` supplies a concrete chain: three sites with on-site energy $e$ and hoppings $s$ and $t$, started on the end site `site 0`. Its coefficients are $b_1=s$ and $b_2=t$, so the determinants are

$$D_1=1,\qquad D_2=s^2,\qquad D_3=s^4t^2 .$$

For $s\ne0$, the ratio $D_3D_1/D_2^2$ returns $t^2$. For $s=0$ the first site is decoupled, both $D_2$ and $D_3$ vanish, and its moments cannot reveal $t$.
